# A bound z′² ≤ L²(1 − z²) limits the rate of change of the angle arccos z to L

The theorem `arccos_lipschitz` concerns a real function `z` of time on `[0, τ]` with derivative `z'` within that interval, a constant `L ≥ 0`, and the bounds `z² ≤ 1` and `z'² ≤ L² (1 - z²)` throughout. It concludes that `|arccos (z b) - arccos (z a)| ≤ L |b - a|` for any times `a`, `b` in `[0, τ]`. Physically, if `z` is read as the cosine of a time-dependent angle in `[0, π]`, that angle moves with speed at most `L`; no state or Hamiltonian enters the statement, and the derivative bound is a hypothesis. The attempt avoids the singular points `±1` by treating `arccos (c z)` for `0 < c < 1` with the mean value inequality `Convex.norm_image_sub_le_of_norm_hasDerivWithin_le`, obtaining the derivative by the chain rule. It then reaches `c = 1` by continuity in `c` and a closure argument.

Lean 4 with Mathlib refuses this proof:

```lean
import Mathlib

open Complex Matrix Set
open scoped Real ComplexConjugate

namespace DimerSpeedLimit

noncomputable section

variable {t τ : ℝ} {v₁ v₂ : ℝ → ℝ} {ψ : ℝ → Fin 2 → ℂ}

/-- If `z² ≤ 1` and `z'² ≤ L² (1 - z²)` on `[0, τ]`, the angle `arccos z` changes by at most
`L |b - a|` between times `a` and `b`. -/
theorem arccos_lipschitz {z z' : ℝ → ℝ} {L a b : ℝ} (hL : 0 ≤ L)
    (hz : ∀ s ∈ Icc 0 τ, HasDerivWithinAt z (z' s) (Icc 0 τ) s)
    (h1 : ∀ s ∈ Icc 0 τ, z s ^ 2 ≤ 1)
    (hb : ∀ s ∈ Icc 0 τ, z' s ^ 2 ≤ L ^ 2 * (1 - z s ^ 2))
    (ha' : a ∈ Icc 0 τ) (hb' : b ∈ Icc 0 τ) :
    |Real.arccos (z b) - Real.arccos (z a)| ≤ L * |b - a| := by
  -- regularise: `arccos (c z)` with `0 < c < 1` stays away from the singular points
  have reg : Ioo (0 : ℝ) 1 ⊆
      {c | |Real.arccos (c * z b) - Real.arccos (c * z a)| ≤ L * |b - a|} := by
    intro c hc
    have hc2 : c ^ 2 < 1 := by nlinarith [hc.1, hc.2]
    have hD : ∀ s ∈ Icc 0 τ, 0 < 1 - (c * z s) ^ 2 := fun s hs => by
      nlinarith [mul_le_mul_of_nonneg_left (h1 s hs) (sq_nonneg c)]
    refine Convex.norm_image_sub_le_of_norm_hasDerivWithin_le
      (f := fun r => Real.arccos (c * z r))
      (f' := fun r => -(1 / √(1 - (c * z r) ^ 2)) * (c * z' r)) (C := L)
      (fun s hs => ?_) (fun s hs => ?_) (convex_Icc 0 τ) ha' hb'
    · have hd := hD s hs
      have n1 : c * z s ≠ -1 := by
        intro e; rw [e] at hd; norm_num at hd
      have n2 : c * z s ≠ 1 := by
        intro e; rw [e] at hd; norm_num at hd
      exact (Real.hasDerivAt_arccos n1 n2).comp_hasDerivWithinAt s ((hz s hs).const_mul c)
    · rw [Real.norm_eq_abs]
      refine abs_le_of_sq_le_sq ?_ hL
      rw [mul_pow (-(1 / √(1 - (c * z s) ^ 2))), neg_sq, div_pow, one_pow,
        Real.sq_sqrt (hD s hs).le, one_div, inv_mul_le_iff₀ (hD s hs)]
      nlinarith [mul_le_mul_of_nonneg_left (hb s hs) (sq_nonneg c),
        mul_nonneg (sq_nonneg L) (sub_nonneg.mpr hc2.le)]
  -- pass to the limit `c → 1`
  have hF : Continuous fun c : ℝ => |Real.arccos (c * z b) - Real.arccos (c * z a)| :=
    ((Real.continuous_arccos.comp (continuous_id.mul continuous_const)).sub
      (Real.continuous_arccos.comp (continuous_id.mul continuous_const))).abs
  have hcl := closure_minimal reg (isClosed_le hF continuous_const)
  rw [closure_Ioo zero_ne_one] at hcl
  simpa using hcl (⟨zero_le_one, le_rfl⟩ : (1 : ℝ) ∈ Icc (0 : ℝ) 1)

end

end DimerSpeedLimit
```

Lean reports:

```
Main.lean:36:67: error: Application type mismatch: The argument
  HasDerivWithinAt.const_mul c (hz s hs)
has type
  HasDerivWithinAt (fun y => c * z y) (c * z' s) (Icc 0 τ) s
but is expected to have type
  HasDerivWithinAt (fun r => Real.arcsin (c * z r)) (c * z' s) (Icc 0 τ) s
in the application
  HasDerivAt.comp_hasDerivWithinAt s ?m.461 (HasDerivWithinAt.const_mul c (hz s hs))
Main.lean:36:12: error: Application type mismatch: The argument
  Real.hasDerivAt_arccos n1 n2
has type
  HasDerivAt Real.arccos (-(1 / √(1 - (c * z s) ^ 2))) (c * z s)
but is expected to have type
  HasDerivAt (HSub.hSub (π / 2)) (-(1 / √(1 - (c * z s) ^ 2))) (Real.arcsin (c * z s))
in the application
  HasDerivAt.comp_hasDerivWithinAt s (Real.hasDerivAt_arccos n1 n2)
```

Fix (accepted with no message):

```diff
@@ -34,5 +34,9 @@
       have n2 : c * z s ≠ 1 := by
         intro e; rw [e] at hd; norm_num at hd
-      exact (Real.hasDerivAt_arccos n1 n2).comp_hasDerivWithinAt s ((hz s hs).const_mul c)
+      have hin : HasDerivWithinAt (fun r => c * z r) (c * z' s) (Icc 0 τ) s :=
+        (hz s hs).const_mul c
+      have hcomp := HasDerivAt.comp_hasDerivWithinAt (h := fun r => c * z r) s
+        (Real.hasDerivAt_arccos n1 n2) hin
+      exact hcomp
     · rw [Real.norm_eq_abs]
       refine abs_le_of_sq_le_sq ?_ hL
```

Diagnosis. Both messages come from the chain-rule step. `HasDerivAt.comp_hasDerivWithinAt` concludes about a composition of an outer and an inner function, and under `exact` this conclusion was unified with the goal's function `fun r => Real.arccos (c * z r)`. The expected types show the split Lean chose: `Real.arccos x` unfolded to `π / 2 - Real.arcsin x`, giving outer function `HSub.hSub (π / 2)` and inner function `fun r => Real.arcsin (c * z r)`.

The message at 36:67 says the supplied inner derivative concerns `fun y => c * z y`, not this arcsine. The one at 36:12 says `Real.hasDerivAt_arccos n1 n2` concerns `Real.arccos` at `c * z s`, not subtraction from `π / 2` at `Real.arcsin (c * z s)`.

In the repair, `have hcomp :=` has no expected type, so the goal cannot dictate the split. `(h := fun r => c * z r)` fixes the inner function, whose value at `s` reduces to `c * z s`, and the outer function is read off as `Real.arccos`. `exact hcomp` then only checks a fully determined statement against the goal by definitional unfolding. Naming the inner derivative `hin` is tidying.
